# For k ≤ N, the planar-oscillator state (u+v)^(N−k) (u−v)^k has N quanta in total

States of the planar oscillator are written here as real polynomials in two creation variables, u and v, with no normalisation imposed. The lemma says that, for k ≤ N, the polynomial (u+v)^(N−k) (u−v)^k is homogeneous of degree N: each monomial that occurs in it has total degree N, which in physics means N quanta shared between the two directions. The proof notes that u+v and u−v are each homogeneous of degree 1, then uses the rules for powers and products to get the degree of the whole. It remains to match this result with the statement, and `omega` is meant to do the arithmetic of the degrees.

The failing Lean file:

```lean
import Mathlib

open MvPolynomial

namespace OscillatorPerturbedByXY

noncomputable section

/-- States of the planar oscillator: real polynomials in the creation variables
`u = X 0` and `v = X 1`. -/
abbrev State := MvPolynomial (Fin 2) ℝ

/-- The state `(u+v)^(N-k) (u-v)^k`, used for `k ≤ N`. -/
def mode (N k : ℕ) : State := (X 0 + X 1) ^ (N - k) * (X 0 - X 1) ^ k

lemma mode_isHomogeneous {N k : ℕ} (hk : k ≤ N) : (mode N k).IsHomogeneous N := by
  have h0 := isHomogeneous_X ℝ (0 : Fin 2)
  have h1 := isHomogeneous_X ℝ (1 : Fin 2)
  have hd : (X 0 - X 1 : State).IsHomogeneous 1 :=
    (homogeneousSubmodule (Fin 2) ℝ 1).sub_mem h0 h1
  have := ((h0.add h1).pow (N - k)).mul (hd.pow k)
  convert this using 1
  omega

end

end OscillatorPerturbedByXY
```

The compiler's answer:

```
Main.lean:23:2: error: omega could not prove the goal:
a possible counterexample may satisfy the constraints
  b ≥ 0
  a ≥ 0
  a - b ≥ 0
where
 a := ↑N
 b := ↑k
```

Diagnosis. The message shows `omega` with only k ≤ N and the non-negativity of N and k to work from. Nothing in its list comes from a degree equation, because the goal it was given was not one.

`convert this using 1` compares the statement with `this` part by part. The degrees give `N = 1 * (N - k) + 1 * k`, which `omega` can prove. The polynomials give `mode N k` against the written-out product. These are equal by definition, but `mode` is an ordinary `def`, which `convert` does not unfold when it tries to close such goals. That equation was therefore left over, and came first. `omega` cannot use an equation between polynomials, so it looked for a contradiction in the hypotheses and found none.

The added `unfold mode` puts the product itself into the goal. The polynomials now match as written, `convert` leaves only the degree equation, and `omega` proves it using `hk`.

The repair, with which the file compiles:

```diff
@@ -20,4 +20,5 @@
     (homogeneousSubmodule (Fin 2) ℝ 1).sub_mem h0 h1
   have := ((h0.add h1).pow (N - k)).mul (hd.pow k)
+  unfold mode
   convert this using 1
   omega
```
